# A well-defined BFGS update scales the determinant of a symmetric invertible Hessian model by the ratio of measured to modelled curvature

During a geometry optimisation I take a step $s$ in the nuclear coordinates, the energy gradient changes by $y$, and I correct my approximate Hessian $B$ with the BFGS formula

$$B_+ = B - \frac{(Bs)(Bs)^T}{s^TBs} + \frac{yy^T}{y^Ts}.$$

The number $s^TBs$ is the curvature that the model assigned to the step, and $y^Ts$ is the curvature that the gradients report. The determinant seems to respond to nothing but their ratio:

$$\det B_+ = \det B\,\frac{y^Ts}{s^TBs}.$$

Does this hold for every symmetric invertible $B$ with both denominators nonzero, even if $B$ is indefinite? I would like to see a rigorous derivation and a version that a proof assistant has checked.

## Two outer products and a 2×2 determinant

Yes, and positive definiteness plays no part. Start with vectors $u_1,v_1,u_2,v_2$. Let $U$ be the matrix with columns $u_1,u_2$, and $V$ the matrix with rows $v_1^T,v_2^T$, so that $u_1v_1^T+u_2v_2^T=UV$. Evaluating the determinant of the block matrix

$$\begin{pmatrix} I & -U\\ V & I_2\end{pmatrix}$$

by eliminating either diagonal block gives $\det(I+UV)=\det(I_2+VU)$. The entries of $VU$ are the dot products $v_i\cdot u_j$, hence

$$\det(I+u_1v_1^T+u_2v_2^T)=(1+v_1\cdot u_1)(1+v_2\cdot u_2)-(v_1\cdot u_2)(v_2\cdot u_1).$$

Multiplying the matrix on the left by $B$ turns each $u_i$ into $Bu_i$ and the determinant gains a factor $\det B$.

Now write $a=s^TBs$, $b=y^Ts$ and $z=B^{-1}y$. The update is

$$B_+=B+(Bs)v_1^T+(Bz)v_2^T,\qquad v_1=-\frac{Bs}{a},\quad v_2=\frac{y}{b},$$

which is the form above with $u_1=s$ and $u_2=z$. The dot products needed are

- $v_1\cdot s=-a/a=-1$, so the factor $1+v_1\cdot u_1$ vanishes;
- $v_2\cdot s=b/b=1$;
- $v_1\cdot z=-(Bs)\cdot z/a=-s\cdot(Bz)/a=-b/a$, where the middle equality uses the symmetry of $B$.

Only the cross term is left:

$$\det B_+=\det B\,\bigl[0-(-b/a)(1)\bigr]=\det B\,\frac{b}{a}.$$

This is nonzero because $\det B$, $a$ and $b$ are. Since $B_+$ is again symmetric, the argument can be repeated as long as both denominators are nonzero at each new update. Starting from $B_0$, with step $s_k$ and gradient change $y_k$ taking $B_k$ to $B_{k+1}$,

$$\det B_N=\det B_0\prod_{k=0}^{N-1}\frac{y_k^Ts_k}{s_k^TB_ks_k}.$$

The Broyden class adds $\varphi\,a\,ww^T$ to $B_+$, where $\varphi$ is a real parameter and $w=y/b-Bs/a$. Because $w$ is a combination of $y=Bz$ and $Bs$, there are still only two outer products, now with

$$v_1=-\frac{Bs}{a}-\varphi w,\qquad v_2=\frac{y}{b}+\frac{\varphi a}{b}w.$$

Here $w\cdot s=1-1=0$, so again $v_1\cdot s=-1$ and $v_2\cdot s=1$. With $w\cdot z=y^TB^{-1}y/b-b/a$, the cross term gives

$$\det B_\varphi=\det B\left[(1-\varphi)\frac{b}{a}+\varphi\,\frac{y^TB^{-1}y}{b}\right].$$

## Symmetry is what produces $y^Ts$

For a nonsymmetric $B$ the formula can fail if the subtracted term is built from $(Bs)(Bs)^T$, as above. With $Bss^TB$ instead, which is the same matrix when $B$ is symmetric, it would hold for every invertible $B$. For the form used here, take

$$B=\begin{pmatrix}1&1\\0&1\end{pmatrix},\qquad s=y=\begin{pmatrix}0\\1\end{pmatrix}.$$

Then $\det B=s^TBs=y^Ts=1$, so the formula would predict $\det B_+=1$. But $Bs=(1,1)^T$, and

$$B_+=\begin{pmatrix}1&1\\0&1\end{pmatrix}-\begin{pmatrix}1&1\\1&1\end{pmatrix}+\begin{pmatrix}0&0\\0&1\end{pmatrix}=\begin{pmatrix}0&0\\-1&1\end{pmatrix}$$

is singular.

## The update and its hypotheses in Lean

The Hessian model is `B : Matrix n n ℝ`, where the finite type `n` labels the coordinates. The step and the gradient change are functions `n → ℝ`. The expression `B *ᵥ s` is $Bs$, `y ⬝ᵥ s` is $y^Ts$, and `vecMulVec u v` is $uv^T$. With these, `bfgs B s y` is the direct update, the one for the Hessian and not for its inverse.

The theorem `det_bfgs` has four hypotheses. `hB` says that $B$ is symmetric, as a matrix of second derivatives is. `hdet` says that $B$ is invertible, so none of its eigenvalues is zero. This excludes the exact Cartesian Hessian of an isolated molecule, which has zero eigenvalues for overall translations. An indefinite invertible $B$ can still have $s^TBs=0$ for a nonzero step. `ha` and `hb` say that the modelled and the measured curvature along the step are nonzero; Lean sets the inverse of zero to zero, so these two also ensure that `bfgs` is the textbook formula. The conclusion is the determinant formula together with `(bfgs B s y).det ≠ 0`.

In `det_bfgsSeq` the curvature conditions are required for every `k < N`, and the modelled curvature is that of the current iterate `bfgsSeq B₀ s y k`. They are assumed, not derived from a line search. The vector `y` is arbitrary: no energy function appears, and convergence and rounding errors are not treated.

For quasi-Newton geometry optimisation in exact arithmetic with finitely many coordinates, the formula gives a simple diagnostic: if $B$ is positive definite and a step has $y^Ts<0$, the determinant changes sign, so $B_+$ is no longer positive definite.

```lean
import Mathlib

open Matrix

namespace BFGSDeterminant

noncomputable section

variable {n : Type*} [Fintype n]

/-- The direct BFGS update of a Hessian model `B` for the step `s` and the gradient change `y`:
`B₊ = B - (Bs)(Bs)ᵀ / (sᵀBs) + yyᵀ / (yᵀs)`. -/
def bfgs (B : Matrix n n ℝ) (s y : n → ℝ) : Matrix n n ℝ :=
  B - (s ⬝ᵥ B *ᵥ s)⁻¹ • vecMulVec (B *ᵥ s) (B *ᵥ s) + (y ⬝ᵥ s)⁻¹ • vecMulVec y y

/-- The Hessian models obtained from `B₀` by successive BFGS updates with steps `s k` and
gradient changes `y k`. -/
def bfgsSeq (B₀ : Matrix n n ℝ) (s y : ℕ → n → ℝ) : ℕ → Matrix n n ℝ
  | 0 => B₀
  | k + 1 => bfgs (bfgsSeq B₀ s y k) (s k) (y k)

/-- The vector `w = y / (yᵀs) - Bs / (sᵀBs)` that enters the Broyden class of updates. -/
def broydenVec (B : Matrix n n ℝ) (s y : n → ℝ) : n → ℝ :=
  (y ⬝ᵥ s)⁻¹ • y - (s ⬝ᵥ B *ᵥ s)⁻¹ • (B *ᵥ s)

/-- The Broyden class of updates `B_φ = B₊ + φ (sᵀBs) w wᵀ`, with `B₊` the BFGS update. -/
def broydenClass (φ : ℝ) (B : Matrix n n ℝ) (s y : n → ℝ) : Matrix n n ℝ :=
  bfgs B s y + (φ * (s ⬝ᵥ B *ᵥ s)) • vecMulVec (broydenVec B s y) (broydenVec B s y)

/-- Determinant of a rank-two perturbation of the identity:
`det (1 + u₁v₁ᵀ + u₂v₂ᵀ) = (1 + v₁·u₁)(1 + v₂·u₂) - (v₁·u₂)(v₂·u₁)`. -/
theorem det_one_add_rank_two [DecidableEq n] {R : Type*} [CommRing R] (u₁ v₁ u₂ v₂ : n → R) :
    det (1 + vecMulVec u₁ v₁ + vecMulVec u₂ v₂) =
      (1 + v₁ ⬝ᵥ u₁) * (1 + v₂ ⬝ᵥ u₂) - (v₁ ⬝ᵥ u₂) * (v₂ ⬝ᵥ u₁) := by
  -- collect the vectors into an n × 2 matrix U and a 2 × n matrix V
  obtain ⟨U, hU0, hU1⟩ : ∃ U : Matrix n (Fin 2) R,
      (∀ i, U i 0 = u₁ i) ∧ ∀ i, U i 1 = u₂ i :=
    ⟨Matrix.of fun i => ![u₁ i, u₂ i], fun _ => rfl, fun _ => rfl⟩
  obtain ⟨V, hV0, hV1⟩ : ∃ V : Matrix (Fin 2) n R,
      (∀ j, V 0 j = v₁ j) ∧ ∀ j, V 1 j = v₂ j :=
    ⟨Matrix.of ![v₁, v₂], fun _ => rfl, fun _ => rfl⟩
  have h : (1 : Matrix n n R) + vecMulVec u₁ v₁ + vecMulVec u₂ v₂ = 1 + U * V := by
    ext i j
    simp only [Matrix.add_apply, Matrix.mul_apply, Fin.sum_univ_two, vecMulVec_apply,
      hU0, hU1, hV0, hV1, add_assoc]
  have e01 : (1 : Matrix (Fin 2) (Fin 2) R) 0 1 = 0 := Matrix.one_apply_ne (by decide)
  have e10 : (1 : Matrix (Fin 2) (Fin 2) R) 1 0 = 0 := Matrix.one_apply_ne (by decide)
  -- det (1 + UV) = det (1 + VU) reduces the problem to a 2 × 2 determinant
  rw [h, Matrix.det_one_add_mul_comm, Matrix.det_fin_two]
  simp only [Matrix.add_apply, Matrix.mul_apply, hU0, hU1, hV0, hV1, dotProduct, e01, e10,
    Matrix.one_apply_eq, zero_add]

/-- For any square matrix `B`, `det (B + (Bu₁)v₁ᵀ + (Bu₂)v₂ᵀ)` equals `det B` times
`(1 + v₁·u₁)(1 + v₂·u₂) - (v₁·u₂)(v₂·u₁)`. -/
theorem det_add_rank_two [DecidableEq n] {R : Type*} [CommRing R] (B : Matrix n n R)
    (u₁ v₁ u₂ v₂ : n → R) :
    det (B + vecMulVec (B *ᵥ u₁) v₁ + vecMulVec (B *ᵥ u₂) v₂) =
      det B * ((1 + v₁ ⬝ᵥ u₁) * (1 + v₂ ⬝ᵥ u₂) - (v₁ ⬝ᵥ u₂) * (v₂ ⬝ᵥ u₁)) := by
  have key : ∀ u v : n → R, B * vecMulVec u v = vecMulVec (B *ᵥ u) v := by
    intro u v
    ext i j
    simp only [Matrix.mul_apply, vecMulVec_apply, mulVec, dotProduct, Finset.sum_mul, mul_assoc]
  rw [← det_one_add_rank_two u₁ v₁ u₂ v₂, ← Matrix.det_mul, Matrix.mul_add, Matrix.mul_add,
    Matrix.mul_one, key, key]

/-- A symmetric matrix can be moved across the dot product: `(Bs)·z = s·(Bz)`. -/
theorem symm_dot {B : Matrix n n ℝ} (hB : B.IsSymm) (s z : n → ℝ) :
    (B *ᵥ s) ⬝ᵥ z = s ⬝ᵥ B *ᵥ z := by
  rw [Matrix.dotProduct_mulVec s B z, ← Matrix.mulVec_transpose B s, hB.eq]

/-- The BFGS update of a symmetric matrix is symmetric. -/
theorem bfgs_isSymm {B : Matrix n n ℝ} (hB : B.IsSymm) (s y : n → ℝ) :
    (bfgs B s y).IsSymm := by
  apply Matrix.IsSymm.ext
  intro i j
  simp only [bfgs, Matrix.add_apply, Matrix.sub_apply, Matrix.smul_apply, vecMulVec_apply,
    smul_eq_mul]
  rw [hB.apply i j]
  ring

/-- Secant equation: if `sᵀBs` and `yᵀs` are nonzero, the BFGS update maps `s` to `y`. -/
theorem bfgs_secant {B : Matrix n n ℝ} {s y : n → ℝ}
    (ha : s ⬝ᵥ B *ᵥ s ≠ 0) (hb : y ⬝ᵥ s ≠ 0) : bfgs B s y *ᵥ s = y := by
  have vm : ∀ (c : ℝ) (u v w : n → ℝ), (c • vecMulVec u v) *ᵥ w = (c * (v ⬝ᵥ w)) • u := by
    intro c u v w
    ext i
    simp only [mulVec, dotProduct, Matrix.smul_apply, vecMulVec_apply, Pi.smul_apply,
      smul_eq_mul, Finset.mul_sum, Finset.sum_mul]
    apply Finset.sum_congr rfl
    intro k _
    ring
  unfold bfgs
  rw [Matrix.add_mulVec, Matrix.sub_mulVec, vm, vm, dotProduct_comm (B *ᵥ s) s,
    inv_mul_cancel₀ ha, inv_mul_cancel₀ hb]
  simp

/-- For symmetric invertible `B` with `sᵀBs` and `yᵀs` nonzero, the BFGS update has
`det B₊ = det B · (yᵀs) / (sᵀBs)`, and this determinant is nonzero. -/
theorem det_bfgs [DecidableEq n] {B : Matrix n n ℝ} {s y : n → ℝ} (hB : B.IsSymm)
    (hdet : B.det ≠ 0) (ha : s ⬝ᵥ B *ᵥ s ≠ 0) (hb : y ⬝ᵥ s ≠ 0) :
    (bfgs B s y).det = B.det * ((y ⬝ᵥ s) / (s ⬝ᵥ B *ᵥ s)) ∧ (bfgs B s y).det ≠ 0 := by
  -- z = B⁻¹ y
  obtain ⟨z, hz⟩ : ∃ z, B *ᵥ z = y :=
    ⟨B⁻¹ *ᵥ y, by
      rw [Matrix.mulVec_mulVec, Matrix.mul_nonsing_inv _ (isUnit_iff_ne_zero.mpr hdet),
        Matrix.one_mulVec]⟩
  -- the update is B + (Bs)v₁ᵀ + (Bz)v₂ᵀ
  have h : bfgs B s y = B + vecMulVec (B *ᵥ s) ((-(s ⬝ᵥ B *ᵥ s)⁻¹) • (B *ᵥ s))
      + vecMulVec (B *ᵥ z) ((y ⬝ᵥ s)⁻¹ • y) := by
    rw [hz]
    ext i j
    simp only [bfgs, Matrix.add_apply, Matrix.sub_apply, Matrix.smul_apply, vecMulVec_apply,
      Pi.smul_apply, smul_eq_mul]
    ring
  have h1 : (B *ᵥ s) ⬝ᵥ s = s ⬝ᵥ B *ᵥ s := dotProduct_comm _ _
  have h2 : (B *ᵥ s) ⬝ᵥ z = y ⬝ᵥ s := by
    rw [symm_dot hB, hz, dotProduct_comm s y]
  have hd : (bfgs B s y).det = B.det * ((y ⬝ᵥ s) / (s ⬝ᵥ B *ᵥ s)) := by
    rw [h, det_add_rank_two]
    -- 1 + v₁·s = 0, so only the cross term survives
    simp only [smul_dotProduct, smul_eq_mul, h1, h2, neg_mul, inv_mul_cancel₀ ha,
      inv_mul_cancel₀ hb]
    ring
  refine ⟨hd, ?_⟩
  rw [hd]
  exact mul_ne_zero hdet (div_ne_zero hb ha)

/-- After `N` BFGS updates of a symmetric invertible `B₀`, with all `sₖᵀBₖsₖ` and `yₖᵀsₖ`
nonzero, `det B_N = det B₀ · ∏ₖ (yₖᵀsₖ) / (sₖᵀBₖsₖ)`, and this determinant is nonzero. -/
theorem det_bfgsSeq [DecidableEq n] {B₀ : Matrix n n ℝ} {s y : ℕ → n → ℝ} (hB : B₀.IsSymm)
    (hdet : B₀.det ≠ 0) (N : ℕ)
    (ha : ∀ k < N, s k ⬝ᵥ bfgsSeq B₀ s y k *ᵥ s k ≠ 0) (hb : ∀ k < N, y k ⬝ᵥ s k ≠ 0) :
    (bfgsSeq B₀ s y N).det =
        B₀.det * ∏ k ∈ Finset.range N, (y k ⬝ᵥ s k) / (s k ⬝ᵥ bfgsSeq B₀ s y k *ᵥ s k) ∧
      (bfgsSeq B₀ s y N).det ≠ 0 := by
  -- every iterate is symmetric
  have hs : ∀ k, (bfgsSeq B₀ s y k).IsSymm := by
    intro k
    induction k with
    | zero => exact hB
    | succ k ih => exact bfgs_isSymm ih _ _
  induction N with
  | zero => exact ⟨by simp [bfgsSeq], hdet⟩
  | succ N ih =>
    obtain ⟨h1, h2⟩ := ih (fun k hk => ha k (Nat.lt_succ_of_lt hk))
      (fun k hk => hb k (Nat.lt_succ_of_lt hk))
    obtain ⟨h3, h4⟩ := det_bfgs (hs N) h2 (ha N (Nat.lt_succ_self N))
      (hb N (Nat.lt_succ_self N))
    refine ⟨?_, h4⟩
    rw [Finset.prod_range_succ, ← mul_assoc, ← h1]
    exact h3

/-- For symmetric invertible `B` with `sᵀBs` and `yᵀs` nonzero, the Broyden-class update has
`det B_φ = det B · ((1 - φ) (yᵀs)/(sᵀBs) + φ (yᵀB⁻¹y)/(yᵀs))`. -/
theorem det_broydenClass [DecidableEq n] {B : Matrix n n ℝ} {s y : n → ℝ} (φ : ℝ)
    (hB : B.IsSymm) (hdet : B.det ≠ 0) (ha : s ⬝ᵥ B *ᵥ s ≠ 0) (hb : y ⬝ᵥ s ≠ 0) :
    (broydenClass φ B s y).det =
      B.det * ((1 - φ) * ((y ⬝ᵥ s) / (s ⬝ᵥ B *ᵥ s)) + φ * ((y ⬝ᵥ B⁻¹ *ᵥ y) / (y ⬝ᵥ s))) := by
  have hz : B *ᵥ (B⁻¹ *ᵥ y) = y := by
    rw [Matrix.mulVec_mulVec, Matrix.mul_nonsing_inv _ (isUnit_iff_ne_zero.mpr hdet),
      Matrix.one_mulVec]
  generalize B⁻¹ *ᵥ y = z at hz ⊢
  -- w lies in the span of Bs and y, so the perturbation is still a sum of two outer products
  have h : broydenClass φ B s y =
      B + vecMulVec (B *ᵥ s) ((-(s ⬝ᵥ B *ᵥ s)⁻¹) • (B *ᵥ s)
            - (φ * (s ⬝ᵥ B *ᵥ s) * (s ⬝ᵥ B *ᵥ s)⁻¹) • broydenVec B s y)
        + vecMulVec (B *ᵥ z) ((y ⬝ᵥ s)⁻¹ • y
            + (φ * (s ⬝ᵥ B *ᵥ s) * (y ⬝ᵥ s)⁻¹) • broydenVec B s y) := by
    rw [hz]
    ext i j
    simp only [broydenClass, broydenVec, bfgs, Matrix.add_apply, Matrix.sub_apply,
      Matrix.smul_apply, vecMulVec_apply, Pi.smul_apply, Pi.sub_apply, Pi.add_apply,
      smul_eq_mul]
    ring
  have h1 : (B *ᵥ s) ⬝ᵥ s = s ⬝ᵥ B *ᵥ s := dotProduct_comm _ _
  have h2 : (B *ᵥ s) ⬝ᵥ z = y ⬝ᵥ s := by
    rw [symm_dot hB, hz, dotProduct_comm s y]
  -- w is orthogonal to the step
  have hw1 : broydenVec B s y ⬝ᵥ s = 0 := by
    simp only [broydenVec, sub_dotProduct, smul_dotProduct, smul_eq_mul, h1,
      inv_mul_cancel₀ ha, inv_mul_cancel₀ hb, sub_self]
  have hw2 : broydenVec B s y ⬝ᵥ z =
      (y ⬝ᵥ s)⁻¹ * (y ⬝ᵥ z) - (s ⬝ᵥ B *ᵥ s)⁻¹ * (y ⬝ᵥ s) := by
    simp only [broydenVec, sub_dotProduct, smul_dotProduct, smul_eq_mul, h2]
  have hφ : φ * (s ⬝ᵥ B *ᵥ s) * (s ⬝ᵥ B *ᵥ s)⁻¹ = φ := by
    rw [mul_assoc, mul_inv_cancel₀ ha, mul_one]
  rw [h, det_add_rank_two, hφ]
  simp only [sub_dotProduct, add_dotProduct, smul_dotProduct, smul_eq_mul, h1, h2, hw1, hw2,
    neg_mul, mul_zero, inv_mul_cancel₀ ha, inv_mul_cancel₀ hb]
  ring

/-- The matrix `B = [[2, 1], [1, 3]]` with `s = (1, 0)` and `y = (1, 1)` is symmetric with
`det B = 5`, `sᵀBs = 2`, `yᵀs = 1`, and its BFGS update is `[[1, 1], [1, 7/2]]`. -/
theorem det_bfgs_witness :
    (!![2, 1; 1, 3] : Matrix (Fin 2) (Fin 2) ℝ).IsSymm ∧
    (!![2, 1; 1, 3] : Matrix (Fin 2) (Fin 2) ℝ).det = 5 ∧
    (![1, 0] : Fin 2 → ℝ) ⬝ᵥ (!![2, 1; 1, 3] : Matrix (Fin 2) (Fin 2) ℝ) *ᵥ
      (![1, 0] : Fin 2 → ℝ) = 2 ∧
    (![1, 1] : Fin 2 → ℝ) ⬝ᵥ (![1, 0] : Fin 2 → ℝ) = 1 ∧
    bfgs (!![2, 1; 1, 3] : Matrix (Fin 2) (Fin 2) ℝ) ![1, 0] ![1, 1] = !![1, 1; 1, 7 / 2] := by
  have ha : (![1, 0] : Fin 2 → ℝ) ⬝ᵥ (!![2, 1; 1, 3] : Matrix (Fin 2) (Fin 2) ℝ) *ᵥ
      (![1, 0] : Fin 2 → ℝ) = 2 := by
    simp [dotProduct, mulVec, Fin.sum_univ_two]
  have hb : (![1, 1] : Fin 2 → ℝ) ⬝ᵥ (![1, 0] : Fin 2 → ℝ) = 1 := by
    simp [dotProduct, Fin.sum_univ_two]
  have hBs : (!![2, 1; 1, 3] : Matrix (Fin 2) (Fin 2) ℝ) *ᵥ (![1, 0] : Fin 2 → ℝ)
      = ![2, 1] := by
    ext i
    fin_cases i <;> simp [mulVec, dotProduct, Fin.sum_univ_two]
  refine ⟨?_, ?_, ha, hb, ?_⟩
  · apply Matrix.IsSymm.ext
    intro i j
    fin_cases i <;> fin_cases j <;> rfl
  · rw [Matrix.det_fin_two_of]
    norm_num
  · unfold bfgs
    rw [ha, hb, hBs]
    ext i j
    simp only [Matrix.add_apply, Matrix.sub_apply, Matrix.smul_apply, vecMulVec_apply,
      smul_eq_mul]
    fin_cases i <;> fin_cases j <;> simp
    all_goals norm_num

end

end BFGSDeterminant
```

```lean
#print axioms BFGSDeterminant.bfgs_secant
#print axioms BFGSDeterminant.det_bfgsSeq
#print axioms BFGSDeterminant.det_broydenClass
```

```
'BFGSDeterminant.bfgs_secant' depends on axioms: [propext, Classical.choice, Quot.sound]
'BFGSDeterminant.det_bfgsSeq' depends on axioms: [propext, Classical.choice, Quot.sound]
'BFGSDeterminant.det_broydenClass' depends on axioms: [propext, Classical.choice, Quot.sound]
```

## How the Lean proof follows the algebra

`det_one_add_rank_two` builds $U$ and $V$ explicitly. Its step `h` rewrites the matrix as `1 + U * V`, `Matrix.det_one_add_mul_comm` exchanges the factors, and `Matrix.det_fin_two` expands the remaining 2×2 determinant. `det_add_rank_two` then factors out $B$: its local fact `key` is $B(uv^T)=(Bu)v^T$, and `Matrix.det_mul` splits the determinant. Both lemmas hold over any commutative ring.

`symm_dot` is the identity $(Bs)\cdot z=s\cdot(Bz)$ for symmetric $B$, and `bfgs_isSymm` shows entry by entry that the update stays symmetric.

In `det_bfgs`, invertibility supplies a vector `z` with `B *ᵥ z = y`. The step `h` writes the update as $B$ plus two outer products, and `h1` and `h2` evaluate $(Bs)\cdot s=a$ and $(Bs)\cdot z=b$. After `det_add_rank_two` is applied, `simp only` inserts these values and cancels $a^{-1}a$ and $b^{-1}b$, which makes the first factor zero; `ring` finishes the formula. Nonvanishing follows from `mul_ne_zero` and `div_ne_zero`.

`det_bfgsSeq` first proves by induction that all iterates are symmetric. A second induction, on `N`, applies `det_bfgs` to the latest iterate. The nonvanishing part of the conclusion is needed here, because it provides the invertibility hypothesis for the next update.

`det_broydenClass` follows the same route with the longer $v_1$ and $v_2$. The steps `hw1` and `hw2` are the values of $w\cdot s$ and $w\cdot z$ found above.

Two further theorems check the definition itself. `bfgs_secant` proves $B_+s=y$: applied to $s$, the subtracted term removes $Bs$ and the added term contributes $y$. `det_bfgs_witness` works out an example with $\det B=5$, $s^TBs=2$ and $y^Ts=1$, whose update is

$$B_+=\begin{pmatrix}1&1\\1&7/2\end{pmatrix}.$$

Its determinant is $5/2=5\cdot\tfrac12$, in agreement with the formula.
